# The fermionic Fock-space trace of a product of one-body propagators is det(1 + B_L…B_1)

In finite-temperature determinant quantum Monte Carlo, a Hubbard–Stratonovich transformation replaces interacting fermions by independent ones moving in a fluctuating auxiliary field. For one fixed field configuration, each imaginary-time slice l is described by a one-body propagator, a square matrix B_l over the spin orbitals, called orbitals below, each of which holds at most one fermion. Apart from a scalar factor, which may depend on the field, the statistical weight of that configuration is a trace over all occupations of the orbitals, 2^N of them for N orbitals. The Blankenbecler–Scalapino–Sugar (BSS) weight formula reduces it to one N × N determinant.

The orbitals form a type `n` with a linear order, which fixes the order of the creation operators in a Slater determinant and hence its sign. Matrix entries lie in a commutative ring `R`, which may be the real or complex numbers.

```lean
import Mathlib

open Matrix

namespace DeterminantQMC

variable {n R : Type*} [LinearOrder n] [CommRing R]
```

## Many-particle amplitudes as minors

A Slater configuration is a finite set T of occupied orbitals. A one-body propagator B replaces each creation operator c†_j by Σ_i c†_i B_ij. Applying this to every particle in T and collecting the terms that occupy S gives, by anticommutation, the amplitude

Γ(B)_(S,T) = det B_(S,T) if |S| = |T|, and 0 otherwise,

where B_(S,T) keeps the rows in S and the columns in T, both in increasing order. This operator calculation motivates the definition; the formal development starts from the minors.

In Lean, configurations are `Finset n`, and `orderEmbOfFin` lists their elements in increasing order. The test `T.card = S.card` expresses particle-number conservation. "Fock matrix" here means the matrix of the propagator on Fock space, not the one-electron matrix of Hartree–Fock theory.

```lean
/-- The Fock matrix of a one-body propagator `B`: between Slater configurations `S` and `T` with
equal particle number it is the minor of `B` with rows `S` and columns `T`, otherwise zero. -/
def fockMatrix (B : Matrix n n R) : Matrix (Finset n) (Finset n) R := fun S T =>
  if h : T.card = S.card then
    (B.submatrix (S.orderEmbOfFin rfl) (T.orderEmbOfFin h)).det
  else 0
```

The definition numbers both rows and columns by the size of S. The next lemma restates it for any common particle number k, which lets later steps treat S and T alike.

```lean
/-- Between two `k`-particle configurations the Fock matrix is a `k` by `k` minor. -/
theorem fockMatrix_apply (B : Matrix n n R) {S T : Finset n} {k : ℕ}
    (hS : S.card = k) (hT : T.card = k) :
    fockMatrix B S T = (B.submatrix (S.orderEmbOfFin hS) (T.orderEmbOfFin hT)).det := by
  subst hS
  simp [fockMatrix, hT]
```

For one particle the minor is 1 × 1, so Γ(B)_({i},{j}) = B_ij.

```lean
/-- In the one-particle sector the Fock matrix is the propagator `B` itself. -/
theorem fockMatrix_singleton (B : Matrix n n R) (i j : n) :
    fockMatrix B {i} {j} = B i j := by
  rw [fockMatrix_apply B (Finset.card_singleton i) (Finset.card_singleton j), det_unique]
  have hi := Finset.mem_singleton.1
    (Finset.orderEmbOfFin_mem {i} (Finset.card_singleton i) default)
  have hj := Finset.mem_singleton.1
    (Finset.orderEmbOfFin_mem {j} (Finset.card_singleton j) default)
  rw [submatrix_apply, hi, hj]
```

## Summing over intermediate configurations

From here on there are finitely many orbitals. Let A be a k × n matrix and B an n × k matrix. Expanding the determinant and then each entry of AB gives

det(AB) = Σ_σ sgn(σ) ∏_i Σ_u A_(i,u) B_(u,σ(i))
= Σ_f ∏_i A_(i,f(i)) · Σ_σ sgn(σ) ∏_i B_(f(i),σ(i))
= Σ_f (∏_i A_(i,f(i))) det B_f.

Here σ runs over permutations of the k particles, f over all maps from particles to orbitals, and B_f has row f(i) of B as its i-th row. The proof uses transposes to put σ on the column index, then exchanges the two sums.

```lean
variable [Fintype n]

omit [LinearOrder n] in
/-- The determinant of a product through intermediate orbitals is a sum over all assignments
of the `k` particles to orbitals. -/
theorem det_mul_expand {k : ℕ} (A : Matrix (Fin k) n R) (B : Matrix n (Fin k) R) :
    (A * B).det = ∑ f : Fin k → n, (∏ i, A i (f i)) * (B.submatrix f id).det := by
  rw [← det_transpose (A * B), det_apply']
  simp only [transpose_apply, mul_apply, Finset.prod_univ_sum, Fintype.piFinset_univ,
    Finset.mul_sum]
  rw [Finset.sum_comm]
  refine Finset.sum_congr rfl fun f _ => ?_
  rw [← det_transpose (B.submatrix f id), det_apply', Finset.mul_sum]
  refine Finset.sum_congr rfl fun σ _ => ?_
  simp only [transpose_apply, submatrix_apply, id_eq, Finset.prod_mul_distrib]
  ring
```

Now group the maps f by the set U of orbitals they occupy. If |U| ≠ k, every f in the group puts two particles in one orbital; B_f then has two equal rows and its determinant vanishes. If |U| = k, let e list U in increasing order. Each f in the group is e∘σ for exactly one permutation σ, and det B_(e∘σ) = sgn(σ) det B_e. The group therefore contributes

Σ_σ sgn(σ) ∏_i A_(i,e(σ(i))) · det B_e = det A_e · det B_e,

where A_e keeps the columns of A in U. Summing over U gives the Cauchy–Binet formula.

In the proof, `Finset.sum_fiberwise` does the grouping, and `Finset.sum_bij` matches permutations with maps. Its four goals say that e∘σ occupies U, that different σ give different maps, that every f arises, and that the summands agree.

```lean
/-- Cauchy-Binet formula: the determinant of a product is the sum, over all intermediate
`k`-particle configurations, of the products of the two minors. -/
theorem cauchy_binet {k : ℕ} (A : Matrix (Fin k) n R) (B : Matrix n (Fin k) R) :
    (A * B).det = ∑ U : Finset n, if h : U.card = k then
      (A.submatrix id (U.orderEmbOfFin h)).det * (B.submatrix (U.orderEmbOfFin h) id).det
      else 0 := by
  -- group the assignments by the set of orbitals they occupy
  rw [det_mul_expand,
    ← Finset.sum_fiberwise Finset.univ (fun f : Fin k → n => Finset.univ.image f)]
  refine Finset.sum_congr rfl fun U _ => ?_
  split_ifs with h
  · set e := U.orderEmbOfFin h with he
    rw [← det_transpose (A.submatrix id e), det_apply', Finset.sum_mul]
    symm
    refine Finset.sum_bij (fun σ _ => fun i => e (σ i)) ?_ ?_ ?_ ?_
    · intro σ _
      refine Finset.mem_filter.2 ⟨Finset.mem_univ _, ?_⟩
      have hinj : Function.Injective (fun i => e (σ i)) := e.injective.comp σ.injective
      refine Finset.eq_of_subset_of_card_le ?_ ?_
      · intro x hx
        obtain ⟨i, _, rfl⟩ := Finset.mem_image.1 hx
        exact U.orderEmbOfFin_mem h _
      · rw [Finset.card_image_of_injective _ hinj]
        simp [h]
    · intro σ _ τ _ hst
      exact Equiv.ext fun i => e.injective (congrFun hst i)
    · intro f hf
      have hf' : Finset.univ.image f = U := (Finset.mem_filter.1 hf).2
      have finj : Function.Injective f := by
        have hc : (Finset.univ.image f).card = (Finset.univ : Finset (Fin k)).card := by
          rw [hf', h]; simp
        exact fun a b hab => Finset.card_image_iff.1 hc (by simp) (by simp) hab
      have hr : ∀ i, ∃ j, e j = f i := fun i => by
        have hm : f i ∈ U := hf' ▸ Finset.mem_image_of_mem f (Finset.mem_univ i)
        have hs : f i ∈ Set.range e := by
          rw [show Set.range e = (U : Set n) from Finset.range_orderEmbOfFin U h]
          exact hm
        exact hs
      choose s hs using hr
      have sinj : Function.Injective s := fun a b hab => finj (by rw [← hs a, ← hs b, hab])
      exact ⟨Equiv.ofBijective s (Finite.injective_iff_bijective.1 sinj),
        Finset.mem_univ _, funext hs⟩
    · intro σ _
      have hp : (B.submatrix (fun i => e (σ i)) id).det
          = ((Equiv.Perm.sign σ : ℤ) : R) * (B.submatrix e id).det :=
        det_permute σ (B.submatrix e id)
      simp only [transpose_apply, submatrix_apply, id_eq]
      rw [hp]
      ring
  · -- Pauli exclusion: two particles in one orbital give two equal rows
    refine Finset.sum_eq_zero fun f hf => ?_
    have hf' : Finset.univ.image f = U := (Finset.mem_filter.1 hf).2
    have hn : ¬ Function.Injective f := fun hi => h (by
      rw [← hf', Finset.card_image_of_injective _ hi]; simp)
    obtain ⟨i, j, hij, hne⟩ := Function.not_injective_iff.1 hn
    have h0 : (B.submatrix f id).det = 0 :=
      det_zero_of_row_eq hne (funext fun l => by simp [hij])
    rw [h0, mul_zero]
```

Since (AB)_(S,T) is the product of the rows S of A with the columns T of B, Cauchy–Binet gives, for square A and B with |S| = |T|,

Γ(AB)_(S,T) = Σ_U Γ(A)_(S,U) Γ(B)_(U,T).

If |S| ≠ |T|, no U can match both particle numbers, so both sides vanish.

```lean
/-- The Fock matrix of a product of propagators is the product of their Fock matrices. -/
theorem fockMatrix_mul (A B : Matrix n n R) :
    fockMatrix (A * B) = fockMatrix A * fockMatrix B := by
  ext S T
  rw [mul_apply]
  by_cases h : T.card = S.card
  · have hs : (A * B).submatrix (S.orderEmbOfFin rfl) (T.orderEmbOfFin h)
        = A.submatrix (S.orderEmbOfFin rfl) id * B.submatrix id (T.orderEmbOfFin h) := by
      ext i j
      simp [mul_apply]
    rw [fockMatrix_apply (A * B) rfl h, hs, cauchy_binet]
    refine Finset.sum_congr rfl fun U _ => ?_
    split_ifs with hU
    · rw [fockMatrix_apply A rfl hU, fockMatrix_apply B hU h]
      rfl
    · simp [fockMatrix, hU]
  · -- particle number is conserved by each factor
    rw [show fockMatrix (A * B) S T = 0 by simp [fockMatrix, h]]
    refine (Finset.sum_eq_zero fun U _ => ?_).symm
    by_cases hU : U.card = S.card
    · have hT : ¬ T.card = U.card := fun h' => h (h'.trans hU)
      simp [fockMatrix, hT]
    · simp [fockMatrix, hU]
```

The trivial propagator must act trivially. For S = T the minor of 1 is the determinant of an identity matrix. For S ≠ T of equal size, some orbital of S is empty in T, and its row in the minor is zero.

```lean
omit [Fintype n] in
/-- The Fock matrix of the trivial propagator is the identity on Fock space. -/
theorem fockMatrix_one : fockMatrix (1 : Matrix n n R) = 1 := by
  ext S T
  by_cases hST : S = T
  · subst hST
    rw [fockMatrix_apply 1 rfl rfl, submatrix_one _ (S.orderEmbOfFin rfl).injective,
      det_one, one_apply_eq]
  · rw [one_apply_ne hST]
    by_cases h : T.card = S.card
    · -- some orbital of `S` is empty in `T`, which gives a zero row
      obtain ⟨s, hs, hsT⟩ := Finset.not_subset.1
        (fun hsub => hST (Finset.eq_of_subset_of_card_le hsub h.le))
      have hr : s ∈ Set.range (S.orderEmbOfFin rfl) := by
        rw [Finset.range_orderEmbOfFin]; exact hs
      obtain ⟨i, hi⟩ := hr
      rw [fockMatrix_apply 1 rfl h]
      refine det_eq_zero_of_row_eq_zero i fun j => ?_
      rw [submatrix_apply, hi]
      exact one_apply_ne fun hj => hsT (hj ▸ T.orderEmbOfFin_mem h j)
    · simp [fockMatrix, h]
```

## From the trace to a determinant

The determinant is linear in each row. Expanding every row of B + 1 into its two parts gives

det(1 + B) = Σ_S det M_S,

where M_S takes row i from B if i ∈ S and from the identity otherwise. With the orbitals of S placed first,

M_S = [ B_(S,S)  * ]
      [ 0        1 ]

so det M_S = det B_(S,S) = Γ(B)_(S,S), and the sum over S is the trace.

The row expansion is `map_add_univ`, and the block determinant is `twoBlockTriangular_det`. The fact `h1` identifies the block indexed by elements of S with the minor indexed by 0, …, |S| − 1.

```lean
/-- The Fock-space trace of a single propagator is `det (1 + B)`. -/
theorem trace_fockMatrix (B : Matrix n n R) : (fockMatrix B).trace = (1 + B).det := by
  -- expand row by row: each row comes from `B` (occupied) or from `1` (empty)
  have key : (B + 1).det = ∑ S : Finset n, Matrix.det (Matrix.of
      (S.piecewise (fun i => B i) (fun i => (1 : Matrix n n R) i))) :=
    (detRowAlternating (n := n) (R := R)).toMultilinearMap.map_add_univ
      (fun i => B i) (fun i => (1 : Matrix n n R) i)
  rw [add_comm, key]
  refine Finset.sum_congr rfl fun S _ => ?_
  generalize hM : Matrix.of
    (S.piecewise (fun i => B i) (fun i => (1 : Matrix n n R) i)) = M
  have hin : ∀ i ∈ S, ∀ j, M i j = B i j := fun i hi j => by
    simp [← hM, Finset.piecewise, hi]
  have hout : ∀ i, i ∉ S → ∀ j, M i j = (1 : Matrix n n R) i j := fun i hi j => by
    simp [← hM, Finset.piecewise, hi]
  have h1 : (B.submatrix (S.orderEmbOfFin rfl) (S.orderEmbOfFin rfl)).det
      = (B.submatrix (Subtype.val : {x // x ∈ S} → n) Subtype.val).det :=
    det_submatrix_equiv_self (S.orderIsoOfFin rfl).toEquiv
      (B.submatrix (Subtype.val : {x // x ∈ S} → n) Subtype.val)
  have hblk : M.toSquareBlockProp (fun i => i ∈ S)
      = B.submatrix (Subtype.val : {x // x ∈ S} → n) Subtype.val := by
    ext i j
    exact hin i.1 i.2 j.1
  have h2 : M.toSquareBlockProp (fun i => ¬ i ∈ S) = 1 := by
    ext i j
    refine (hout i.1 i.2 j.1).trans ?_
    simp only [one_apply, Subtype.ext_iff]
  symm
  refine (twoBlockTriangular_det M (fun i => i ∈ S) fun i hi j hj => ?_).trans ?_
  · rw [hout i hi j]
    exact one_apply_ne fun hij => hi (hij ▸ hj)
  · rw [h2, det_one, mul_one, hblk, diag_apply, fockMatrix_apply B rfl rfl]
    convert h1.symm
```

For a single orbital with B = b, the configurations are empty and filled, Γ(B) = diag(1, b), and the trace is 1 + b. For two orbitals it is 1 + B_11 + B_22 + det B: the contributions of zero, one and two particles.

## Any number of time slices

Multiplicativity and Γ(1) = 1 give, by induction on the list of slices,

Γ(B_L)…Γ(B_1) = Γ(B_L…B_1).

```lean
/-- The product of the Fock matrices of any number of time slices is the Fock matrix of the
product of the slices. -/
theorem fockMatrix_list_prod (Bs : List (Matrix n n R)) :
    (Bs.map fockMatrix).prod = fockMatrix Bs.prod := by
  induction Bs with
  | nil => simp [fockMatrix_one]
  | cons B Bs ih => rw [List.map_cons, List.prod_cons, List.prod_cons, ih, fockMatrix_mul]
```

Taking the trace gives the BSS weight. The list is written with the latest slice first.

```lean
/-- The BSS weight: for time slices `[B_L, ..., B_1]`, the Fock-space trace of the product of
their Fock matrices is `det (1 + B_L ... B_1)`. -/
theorem bss_weight (Bs : List (Matrix n n R)) :
    ((Bs.map fockMatrix).prod).trace = (1 + Bs.prod).det := by
  rw [fockMatrix_list_prod, trace_fockMatrix]
```

Simulation codes work with the right-hand side, which factors into one determinant per spin species when none of the slices B_l mixes spins. Codes that update the field locally usually compute only ratios of such determinants, from the matrix (1 + B_L…B_1)⁻¹. Long products B_L…B_1 are badly conditioned at low temperature, so codes stabilise them with repeated QR or singular value decompositions. The theorem is exact algebra for given slices: it does not cover rounding, the Trotter error or the Hubbard–Stratonovich step, and it does not say whether the weight is positive.

If the slices do not already contain the chemical potential μ, it enters at inverse temperature β through the fugacity z = e^(βμ). Writing C = B_L…B_1, each minor scales as

det (zC)_(S,S) = z^|S| det C_(S,S),

so applying the trace formula to zC weights every configuration by its particle number. In Lean, z may be any element of `R`.

```lean
/-- The BSS weight with fugacity `z`: weighting each configuration by `z` to the power of its
particle number gives `det (1 + z B_L ... B_1)`. -/
theorem bss_weight_fugacity (z : R) (Bs : List (Matrix n n R)) :
    ∑ S : Finset n, z ^ S.card * (Bs.map fockMatrix).prod S S = (1 + z • Bs.prod).det := by
  rw [fockMatrix_list_prod, ← trace_fockMatrix]
  refine Finset.sum_congr rfl fun S _ => ?_
  have hs : (z • Bs.prod).submatrix (S.orderEmbOfFin rfl) (S.orderEmbOfFin rfl)
      = z • Bs.prod.submatrix (S.orderEmbOfFin rfl) (S.orderEmbOfFin rfl) := rfl
  rw [diag_apply, fockMatrix_apply _ rfl rfl, fockMatrix_apply _ rfl rfl, hs, det_smul,
    Fintype.card_fin]

end DeterminantQMC
```

```lean
#print axioms DeterminantQMC.fockMatrix_singleton
#print axioms DeterminantQMC.trace_fockMatrix
#print axioms DeterminantQMC.bss_weight
#print axioms DeterminantQMC.bss_weight_fugacity
```

```
'DeterminantQMC.fockMatrix_singleton' depends on axioms: [propext, Classical.choice, Quot.sound]
'DeterminantQMC.trace_fockMatrix' depends on axioms: [propext, Classical.choice, Quot.sound]
'DeterminantQMC.bss_weight' depends on axioms: [propext, Classical.choice, Quot.sound]
'DeterminantQMC.bss_weight_fugacity' depends on axioms: [propext, Classical.choice, Quot.sound]
```
